# The meta-GGA matrix on a fixed grid as the entrywise derivative of the energy

Suppose a self-consistent field code adds up a meta-GGA energy on a grid, but one term of its exchange–correlation matrix carries a wrong factor of two. The iterations may still converge, yet the point they reach is generally not stationary for the energy that is printed, and forces that rely on stationarity are then wrong. Taking the matrix to be the derivative of the grid sum itself avoids this mismatch. For a differentiable functional of one total density and its kinetic energy density, with real basis functions and a fixed finite grid, that derivative is computed below. It is the exchange–correlation part of the generalised Kohn–Sham matrix, which comes from varying the orbitals; strict Kohn–Sham theory would ask for a local potential instead.

## Density, gradient and kinetic energy density

Let $g$ run over the grid points (the finite type `G`) and $m,n$ over the basis functions (`B`). Gradients live in a real inner product space `V`, ordinarily three-dimensional space.

```lean
import Mathlib

open Matrix

namespace MetaGGAGrid

noncomputable section

variable {G B V : Type*} [Fintype G] [Fintype B]
  [NormedAddCommGroup V] [InnerProductSpace ℝ V]
```

At one grid point, with its index suppressed, the basis functions have values $\phi_m$. A real density matrix $P$, which need not be symmetric, gives the density
$$\rho=\sum_{mn}P_{mn}\,\phi_m\phi_n .$$

```lean
/-- Electron density at a grid point, from the basis values `φ` and the density matrix `P`. -/
def density (φ : B → ℝ) (P : Matrix B B ℝ) : ℝ :=
  ∑ m, ∑ n, P m n * (φ m * φ n)
```

Let $d_m$ be the gradient of basis function $m$ at the point. By the product rule, the pair $\phi_m\phi_n$ has gradient
$$b_{mn}=\phi_n d_m+\phi_m d_n .$$
In Lean, $\phi$ and $d$ are independent data, so nothing requires $d$ to come from differentiating actual functions.

```lean
/-- Gradient of the product of two basis functions, by the product rule. -/
def pairGrad (φ : B → ℝ) (d : B → V) (m n : B) : V :=
  φ n • d m + φ m • d n
```

The density gradient is $u=\sum_{mn}P_{mn}b_{mn}$.

```lean
/-- Density gradient at a grid point. -/
def densityGrad (φ : B → ℝ) (d : B → V) (P : Matrix B B ℝ) : V :=
  ∑ m, ∑ n, P m n • pairGrad φ d m n
```

The kinetic energy density is taken with the factor one half:
$$\tau=\tfrac12\sum_{mn}P_{mn}\langle d_m,d_n\rangle .$$

```lean
/-- Kinetic energy density at a grid point. -/
def kineticDensity (d : B → V) (P : Matrix B B ℝ) : ℝ :=
  1 / 2 * ∑ m, ∑ n, P m n * inner ℝ (d m) (d n)
```

The functional sees the triple $(\rho,\sigma,\tau)$, where $\sigma=\langle u,u\rangle$. Meta-GGAs that also use the Laplacian of the density are not covered.

```lean
/-- The three ingredients of a meta-GGA at a grid point: the density, the squared length of
its gradient, and the kinetic energy density. -/
def features (φ : B → ℝ) (d : B → V) (P : Matrix B B ℝ) : ℝ × ℝ × ℝ :=
  (density φ P, inner ℝ (densityGrad φ d P) (densityGrad φ d P), kineticDensity d P)
```

With grid weights $w_g$, the energy is $E(P)=\sum_g w_g\,f(\rho_g,\sigma_g,\tau_g)$. Here $f$ is an energy per volume, and neither the weights nor the basis values depend on $P$.

```lean
/-- The meta-GGA energy as a weighted sum over the grid. -/
def energy (w : G → ℝ) (φ : G → B → ℝ) (d : G → B → V) (f : ℝ × ℝ × ℝ → ℝ)
    (P : Matrix B B ℝ) : ℝ :=
  ∑ g, w g * f (features (φ g) (d g) P)
```

The partial derivatives $f_\rho$, $f_\sigma$ and $f_\tau$ are the Fréchet derivative `fderiv` of $f$ applied to the three coordinate directions.

```lean
/-- Derivative of `f` along its first argument, the density, where `f` is differentiable (zero by
convention elsewhere). -/
def fRho (f : ℝ × ℝ × ℝ → ℝ) (x : ℝ × ℝ × ℝ) : ℝ := fderiv ℝ f x (1, 0, 0)

/-- Derivative of `f` along its second argument, the squared density gradient, where `f` is
differentiable (zero by convention elsewhere). -/
def fSigma (f : ℝ × ℝ × ℝ → ℝ) (x : ℝ × ℝ × ℝ) : ℝ := fderiv ℝ f x (0, 1, 0)

/-- Derivative of `f` along its third argument, the kinetic energy density, where `f` is
differentiable (zero by convention elsewhere). -/
def fTau (f : ℝ × ℝ × ℝ → ℝ) (x : ℝ × ℝ × ℝ) : ℝ := fderiv ℝ f x (0, 0, 1)
```

## Changing one entry of the density matrix

Let $J^{mn}$ be the matrix with a single 1 at position $(m,n)$, written `Matrix.single m n 1`. For any pair quantity $F_{ij}$,
$$\sum_{ij}(P+tJ^{mn})_{ij}F_{ij}=\sum_{ij}P_{ij}F_{ij}+tF_{mn}.$$
The proof separates the two matrices and uses `Finset.sum_eq_single` twice, once for the row and once for the column. $F$ may be a number or a vector, so the lemma serves $\rho$, $u$ and $\tau$ alike.

```lean
/-- Adding `t` to one entry of the density matrix adds `t` times the corresponding pair
quantity to any sum that is linear in the density matrix. -/
theorem sum_shift [DecidableEq B] {M : Type*} [AddCommGroup M] [Module ℝ M]
    (P : Matrix B B ℝ) (m n : B) (t : ℝ) (F : B → B → M) :
    ∑ i, ∑ j, (P + t • Matrix.single m n (1 : ℝ)) i j • F i j
      = ∑ i, ∑ j, P i j • F i j + t • F m n := by
  simp only [Matrix.add_apply, Matrix.smul_apply, add_smul, Finset.sum_add_distrib]
  congr 1
  -- only the entry (m, n) survives
  refine (Finset.sum_eq_single m ?_ ?_).trans ?_
  · intro i _ hi
    exact Finset.sum_eq_zero fun j _ => by simp [Ne.symm hi]
  · intro h
    exact absurd (Finset.mem_univ m) h
  · refine (Finset.sum_eq_single n ?_ ?_).trans ?_
    · intro j _ hj
      simp [Ne.symm hj]
    · intro h
      exact absurd (Finset.mem_univ n) h
    · simp
```

Hence $\rho\to\rho+t\phi_m\phi_n$, $u\to u+t\,b_{mn}$ and $\tau\to\tau+\tfrac t2\langle d_m,d_n\rangle$. Expanding the square gives
$$\sigma\to\sigma+2t\langle u,b_{mn}\rangle+t^2\langle b_{mn},b_{mn}\rangle .$$
The three shifts are `h1`, `h2` and `h3`; symmetry of the real inner product merges the two cross terms.

```lean
/-- When one entry of the density matrix changes by `t`, the density and the kinetic energy
density change linearly in `t`, and the squared density gradient quadratically. -/
theorem features_shift [DecidableEq B] (φ : B → ℝ) (d : B → V) (P : Matrix B B ℝ)
    (m n : B) (t : ℝ) :
    features φ d (P + t • Matrix.single m n (1 : ℝ)) =
      (density φ P + t * (φ m * φ n),
       inner ℝ (densityGrad φ d P) (densityGrad φ d P)
         + t * (2 * inner ℝ (densityGrad φ d P) (pairGrad φ d m n))
         + t ^ 2 * inner ℝ (pairGrad φ d m n) (pairGrad φ d m n),
       kineticDensity d P + t * (inner ℝ (d m) (d n) / 2)) := by
  have h1 : density φ (P + t • Matrix.single m n (1 : ℝ)) = density φ P + t * (φ m * φ n) :=
    sum_shift P m n t (fun i j => φ i * φ j)
  have h2 : densityGrad φ d (P + t • Matrix.single m n (1 : ℝ))
      = densityGrad φ d P + t • pairGrad φ d m n :=
    sum_shift P m n t (pairGrad φ d)
  have h3 : kineticDensity d (P + t • Matrix.single m n (1 : ℝ))
      = kineticDensity d P + t * (inner ℝ (d m) (d n) / 2) := by
    have h := sum_shift P m n t (fun i j => (inner ℝ (d i) (d j) : ℝ))
    simp only [smul_eq_mul] at h
    unfold kineticDensity
    rw [h]
    ring
  have hc : (inner ℝ (pairGrad φ d m n) (densityGrad φ d P) : ℝ)
      = inner ℝ (densityGrad φ d P) (pairGrad φ d m n) := real_inner_comm _ _
  unfold features
  rw [h1, h2, h3]
  refine Prod.ext rfl (Prod.ext ?_ rfl)
  simp only [inner_add_left, inner_add_right, real_inner_smul_left, real_inner_smul_right]
  linear_combination t * hc
```

## The chain rule, at one point and on the grid

At $t=0$ the triple moves with velocity $(\phi_m\phi_n,\;2\langle u,b_{mn}\rangle,\;\tfrac12\langle d_m,d_n\rangle)$, since the quadratic term has zero slope there. The chain rule gives
$$\frac{d f}{dt}\Big|_{0}=f_\rho\,\phi_m\phi_n+2f_\sigma\langle u,b_{mn}\rangle+\tfrac12 f_\tau\langle d_m,d_n\rangle .$$
In the proof, `hpath` is the velocity, `hc` the chain rule, and `split` uses linearity to break the total derivative into its three partial ones.

The hypothesis is that $f$ is differentiable at the triple in question. Physically, the functional must respond smoothly to small changes of its ingredients. This needs attention where the density vanishes, or where a functional is defined by pieces.

```lean
/-- Chain rule at one grid point: the derivative of the energy density with respect to one
entry of the density matrix, for `f` differentiable at the ingredients found there. -/
theorem hasDerivAt_point [DecidableEq B] (φ : B → ℝ) (d : B → V) (f : ℝ × ℝ × ℝ → ℝ)
    (P : Matrix B B ℝ) (m n : B) (hf : DifferentiableAt ℝ f (features φ d P)) :
    HasDerivAt (fun t : ℝ => f (features φ d (P + t • Matrix.single m n (1 : ℝ))))
      (fRho f (features φ d P) * (φ m * φ n)
        + 2 * fSigma f (features φ d P) * inner ℝ (densityGrad φ d P) (pairGrad φ d m n)
        + fTau f (features φ d P) * (inner ℝ (d m) (d n) / 2)) 0 := by
  have lin : ∀ a b : ℝ, HasDerivAt (fun t : ℝ => a + t * b) b 0 :=
    fun a b => (hasDerivAt_mul_const b).const_add a
  have quad : ∀ a b c : ℝ, HasDerivAt (fun t : ℝ => a + t * b + t ^ 2 * c) b 0 :=
    fun a b c => ((lin a b).fun_add ((hasDerivAt_pow 2 (0 : ℝ)).mul_const c)).congr_deriv
      (by simp)
  have hpath : HasDerivAt (fun t : ℝ => features φ d (P + t • Matrix.single m n (1 : ℝ)))
      (φ m * φ n, 2 * inner ℝ (densityGrad φ d P) (pairGrad φ d m n),
        inner ℝ (d m) (d n) / 2) 0 := by
    rw [funext (features_shift φ d P m n)]
    exact (lin _ _).prodMk ((quad _ _ _).prodMk (lin _ _))
  have h0 : features φ d (P + (0 : ℝ) • Matrix.single m n (1 : ℝ)) = features φ d P := by
    rw [zero_smul, add_zero]
  have hc : HasDerivAt (fun t : ℝ => f (features φ d (P + t • Matrix.single m n (1 : ℝ))))
      (fderiv ℝ f (features φ d P)
        (φ m * φ n, 2 * inner ℝ (densityGrad φ d P) (pairGrad φ d m n),
          inner ℝ (d m) (d n) / 2)) 0 := by
    refine HasFDerivAt.comp_hasDerivAt (0 : ℝ) ?_ hpath
    show HasFDerivAt f _ (features φ d (P + (0 : ℝ) • Matrix.single m n (1 : ℝ)))
    rw [h0]
    exact hf.hasFDerivAt
  -- split the total derivative into the three partial derivatives
  have split : ∀ (L : ℝ × ℝ × ℝ →L[ℝ] ℝ) (a b c : ℝ),
      L (a, b, c) = L (1, 0, 0) * a + L (0, 1, 0) * b + L (0, 0, 1) * c := by
    intro L a b c
    have h : ((a, b, c) : ℝ × ℝ × ℝ)
        = a • ((1, 0, 0) : ℝ × ℝ × ℝ) + b • ((0, 1, 0) : ℝ × ℝ × ℝ)
          + c • ((0, 0, 1) : ℝ × ℝ × ℝ) := by simp
    rw [h]
    simp only [map_add, map_smul, smul_eq_mul]
    ring
  refine hc.congr_deriv ?_
  rw [split]
  unfold fRho fSigma fTau
  ring
```

Multiplying by $w_g$ and summing over the finite grid gives
$$\frac{\partial E}{\partial P_{mn}}=\sum_g w_g\Big[f_\rho\,\phi_m\phi_n+2f_\sigma\langle u,\phi_n d_m+\phi_m d_n\rangle+\tfrac12 f_\tau\langle d_m,d_n\rangle\Big],$$
with every quantity in the bracket taken at $g$. `HasDerivAt … 0` says that the ordinary derivative of $t\mapsto E(P+tJ^{mn})$ at $t=0$ exists and has this value. All entries of $P$ count as independent. Derivatives with respect to nuclear positions are not covered; there atom-centred basis functions move, and usually the grid as well.

```lean
/-- The meta-GGA matrix: the derivative of the grid energy with respect to one entry of the
density matrix, all entries being independent, for `f` differentiable at the ingredients
found on the grid. -/
theorem hasDerivAt_energy [DecidableEq B] (w : G → ℝ) (φ : G → B → ℝ) (d : G → B → V)
    (f : ℝ × ℝ × ℝ → ℝ) (P : Matrix B B ℝ) (m n : B)
    (hf : ∀ g, DifferentiableAt ℝ f (features (φ g) (d g) P)) :
    HasDerivAt (fun t : ℝ => energy w φ d f (P + t • Matrix.single m n (1 : ℝ)))
      (∑ g, w g * (fRho f (features (φ g) (d g) P) * (φ g m * φ g n)
        + 2 * fSigma f (features (φ g) (d g) P)
          * inner ℝ (densityGrad (φ g) (d g) P) (pairGrad (φ g) (d g) m n)
        + fTau f (features (φ g) (d g) P) * (inner ℝ (d g m) (d g n) / 2))) 0 := by
  unfold energy
  exact HasDerivAt.fun_sum fun g _ =>
    (hasDerivAt_point (φ g) (d g) f P m n (hf g)).const_mul (w g)
```

In a code, $\phi$ and $d$ are tabulated for a batch of points, $\rho$, $\sigma$ and $\tau$ are formed, and a functional routine returns $f_\rho$, $f_\sigma$ and $f_\tau$. With
$$X_{gm}=w_g\big(\tfrac12 f_\rho\phi_m+2f_\sigma\langle u,d_m\rangle\big),\qquad \Phi_{gm}=\phi_m(g),$$
the first two terms are $X^{T}\Phi+\Phi^{T}X$. The $f_\tau$ term takes one further matrix product per Cartesian direction. A finite-difference test that keeps $P$ symmetric changes $P_{mn}$ and $P_{nm}$ together, so for $m\neq n$ it should return twice the matrix element.

## The kinetic part acts like a kinetic energy

The $f_\tau$ term on its own is the matrix $T_{mn}=\sum_g w_g f_\tau\langle d_m,d_n\rangle/2$.

```lean
/-- The part of the meta-GGA matrix that comes from the kinetic energy density. -/
def tauMatrix (w : G → ℝ) (φ : G → B → ℝ) (d : G → B → V) (f : ℝ × ℝ × ℝ → ℝ)
    (P : Matrix B B ℝ) : Matrix B B ℝ :=
  fun m n => ∑ g, w g * (fTau f (features (φ g) (d g) P) * (inner ℝ (d g m) (d g n) / 2))
```

Take an orbital $\psi=\sum_m c_m\phi_m$ with real coefficients, and write $\nabla\psi=\sum_m c_m d_m$. Bilinearity gives $|\nabla\psi|^2=\sum_{mn}c_mc_n\langle d_m,d_n\rangle$.

```lean
/-- The squared gradient of an orbital with coefficients `c`, as a double sum over the basis. -/
theorem orbital_gradient_sq (c : B → ℝ) (d : B → V) :
    (inner ℝ (∑ m, c m • d m) (∑ n, c n • d n) : ℝ)
      = ∑ m, ∑ n, c m * c n * inner ℝ (d m) (d n) := by
  rw [sum_inner]
  refine Finset.sum_congr rfl fun m _ => ?_
  rw [inner_sum]
  refine Finset.sum_congr rfl fun n _ => ?_
  rw [real_inner_smul_left, real_inner_smul_right]
  ring
```

Exchanging the grid sum with the basis sums then yields
$$\sum_{mn}c_mT_{mn}c_n=\sum_g w_g f_\tau\,\tfrac12|\nabla\psi|^2 ,$$
a kinetic energy with local prefactor $f_\tau$. The coefficients are not assumed normalised; for a nonzero orbital with overlap matrix $S$, the expectation value is this number divided by $c^{T}Sc$.

```lean
/-- For real coefficients `c`, not assumed normalised, the quadratic form of the kinetic part of the
meta-GGA matrix is the weighted grid sum of `fTau` times half the squared orbital gradient. -/
theorem tauMatrix_expectation (w : G → ℝ) (φ : G → B → ℝ) (d : G → B → V)
    (f : ℝ × ℝ × ℝ → ℝ) (P : Matrix B B ℝ) (c : B → ℝ) :
    ∑ m, ∑ n, c m * tauMatrix w φ d f P m n * c n
      = ∑ g, w g * (fTau f (features (φ g) (d g) P) * (‖∑ m, c m • d g m‖ ^ 2 / 2)) := by
  symm
  simp_rw [← real_inner_self_eq_norm_sq, orbital_gradient_sq, tauMatrix, Finset.sum_div,
    Finset.mul_sum, Finset.sum_mul]
  -- move the grid sum inside the two basis sums
  refine Finset.sum_comm.trans (Finset.sum_congr rfl fun m _ => ?_)
  refine Finset.sum_comm.trans
    (Finset.sum_congr rfl fun n _ => Finset.sum_congr rfl fun g _ => ?_)
  ring
```

If all $w_g$ and all $f_\tau$ on the grid are nonnegative, every term of the sum is nonnegative. Both are assumptions about the grid and the functional.

```lean
/-- If the grid weights and `fTau` are nonnegative on the grid, the quadratic form of the kinetic
part of the meta-GGA matrix is nonnegative for all real coefficients `c`. -/
theorem tauMatrix_nonneg (w : G → ℝ) (φ : G → B → ℝ) (d : G → B → V)
    (f : ℝ × ℝ × ℝ → ℝ) (P : Matrix B B ℝ) (hw : ∀ g, 0 ≤ w g)
    (hτ : ∀ g, 0 ≤ fTau f (features (φ g) (d g) P)) (c : B → ℝ) :
    0 ≤ ∑ m, ∑ n, c m * tauMatrix w φ d f P m n * c n := by
  rw [tauMatrix_expectation]
  exact Finset.sum_nonneg fun g _ =>
    mul_nonneg (hw g) (mul_nonneg (hτ g) (by positivity))
```

## One orbital gives $\sigma=8\rho\tau$

Let $P_{mn}=\nu c_mc_n$, where $\nu$ is the occupation if $\psi$ is normalised. Then
$$\rho=\nu\psi^2,\qquad u=2\nu\psi\nabla\psi,\qquad \tau=\tfrac{\nu}{2}|\nabla\psi|^2,$$
and therefore $\sigma=4\nu^2\psi^2|\nabla\psi|^2=8\rho\tau$. Where $\rho\neq0$ this reads $\tau=\sigma/(8\rho)$, the von Weizsäcker form, which many meta-GGAs use to recognise one-orbital regions. In the proof, `h1`, `h2` and `h3` are the three factorisations; `hA` and `hB` show that the two halves of the product rule contribute equally to $u$.

```lean
/-- For a density matrix equal to a real number `ν` times the product of the coefficients of a
single real orbital, not assumed normalised, the squared density gradient equals eight times the
density times the kinetic energy density. -/
theorem one_orbital_relation (φ : B → ℝ) (d : B → V) (ν : ℝ) (c : B → ℝ)
    (P : Matrix B B ℝ) (hP : ∀ m n, P m n = ν * (c m * c n)) :
    (inner ℝ (densityGrad φ d P) (densityGrad φ d P) : ℝ)
      = 8 * density φ P * kineticDensity d P := by
  have h1 : density φ P = ν * ((∑ m, c m * φ m) * ∑ n, c n * φ n) := by
    unfold density
    rw [Finset.sum_mul_sum, Finset.mul_sum]
    refine Finset.sum_congr rfl fun m _ => ?_
    rw [Finset.mul_sum]
    refine Finset.sum_congr rfl fun n _ => ?_
    rw [hP]
    ring
  have h3 : kineticDensity d P
      = 1 / 2 * (ν * inner ℝ (∑ m, c m • d m) (∑ n, c n • d n)) := by
    unfold kineticDensity
    rw [orbital_gradient_sq]
    congr 1
    rw [Finset.mul_sum]
    refine Finset.sum_congr rfl fun m _ => ?_
    rw [Finset.mul_sum]
    refine Finset.sum_congr rfl fun n _ => ?_
    rw [hP]
    ring
  -- each half of the product rule gives `ν` times the orbital value times the orbital gradient
  have hA : ∑ m, ∑ n, (ν * (c m * c n)) • (φ n • d m)
      = (ν * ∑ n, c n * φ n) • ∑ m, c m • d m := by
    rw [Finset.smul_sum]
    refine Finset.sum_congr rfl fun m _ => ?_
    rw [Finset.mul_sum, Finset.sum_smul]
    refine Finset.sum_congr rfl fun n _ => ?_
    module
  have hB : ∑ m, ∑ n, (ν * (c m * c n)) • (φ m • d n)
      = (ν * ∑ n, c n * φ n) • ∑ m, c m • d m := by
    rw [← hA]
    refine Finset.sum_comm.trans
      (Finset.sum_congr rfl fun m _ => Finset.sum_congr rfl fun n _ => ?_)
    module
  have h2 : densityGrad φ d P = (2 * (ν * ∑ n, c n * φ n)) • ∑ m, c m • d m := by
    simp only [densityGrad, pairGrad, hP, smul_add, Finset.sum_add_distrib]
    rw [hA, hB, ← add_smul, two_mul]
  rw [h1, h2, h3, real_inner_smul_left, real_inner_smul_right]
  ring

end

end MetaGGAGrid
```

```lean
#print axioms MetaGGAGrid.hasDerivAt_energy
#print axioms MetaGGAGrid.tauMatrix_nonneg
#print axioms MetaGGAGrid.one_orbital_relation
```

```
'MetaGGAGrid.hasDerivAt_energy' depends on axioms: [propext, Classical.choice, Quot.sound]
'MetaGGAGrid.tauMatrix_nonneg' depends on axioms: [propext, Classical.choice, Quot.sound]
'MetaGGAGrid.one_orbital_relation' depends on axioms: [propext, Classical.choice, Quot.sound]
```
